# For Hermitian $H$ and positive definite $S$, real polynomial filters in $S^{-1}H$ are self-adjoint in the $S$ inner product

Let $H$ be a Hermitian matrix, $S$ a Hermitian positive definite matrix of the same finite size, and $A=S^{-1}H$. For every polynomial $p$ with real coefficients and all vectors $x,y$,

$$\langle x, S\,p(A)\,y\rangle=\langle p(A)\,x, S\,y\rangle ,$$

and every complex eigenvalue of $p(A)$ is real. Here $\langle x,y\rangle=x^\dagger y$, with the conjugate on the first vector.

## Filtering in a non-orthogonal basis

In a finite basis of overlapping functions, approximate stationary states are found by solving $Hv=E\,Sv$, where $H$ holds the matrix elements of the Hamiltonian and $S$ the overlaps of the basis functions. Positive definiteness says that every nonzero coefficient vector stands for a state of positive norm, so the basis is linearly independent.

A polynomial filter applies $p(A)$ to trial vectors in order to enhance the wanted eigenvectors relative to the others. The matrix $A$ is in general not Hermitian in the ordinary inner product. For a finite matrix pair $H,S$ held fixed, as within one step of a self-consistent electronic-structure calculation, the result says that a Chebyshev filter is nevertheless a self-adjoint operator once lengths and angles are measured with $S$.

## From the overlap relation to real eigenvalues

Since $S$ is invertible, $SA=H$. Both $S$ and $H$ are Hermitian, so

$$A^\dagger S=(SA)^\dagger=H^\dagger=H=SA .$$

This passes to powers. It is trivial for $k=0$, and if $(A^\dagger)^kS=SA^k$, then

$$(A^\dagger)^{k+1}S=(A^\dagger)^kSA=SA^{k+1}.$$

For $p(z)=\sum_k c_kz^k$ with real $c_k$, the adjoint leaves the coefficients unchanged, hence

$$p(A)^\dagger S=\sum_k c_k(A^\dagger)^kS=\sum_k c_k\,SA^k=S\,p(A).$$

The symmetry follows at once: $x^\dagger S\,p(A)\,y=x^\dagger p(A)^\dagger S\,y=(p(A)x)^\dagger S\,y$.

Now let $p(A)u=\mu u$ and $p(A)v=\nu v$. Inserting $u$ and $v$ into the symmetry relation gives

$$\mu^*\langle u,Sv\rangle=\nu\,\langle u,Sv\rangle .$$

For $u=v\neq0$ and $\mu=\nu$, the number $\langle v,Sv\rangle$ is positive and cancels, so $\mu^*=\mu$. For $\mu\neq\nu$ and nonzero $u$, the reality of $\mu$ turns the relation into $(\mu-\nu)\langle u,Sv\rangle=0$, so $u$ and $v$ are $S$-orthogonal. If $u=0$, this is trivial.

## What the Chebyshev filter does to each state

If $Hv=E\,Sv$ with real $E$, then $Av=Ev$, so $A^kv=E^kv$ and $p(A)v=p(E)v$. The filter multiplies each solution by a number.

Let $a<b$ bound the energies to be suppressed, and let $T_m$ be the Chebyshev polynomial of degree $m$. The filter polynomial is $p(E)=T_m(t)$ with

$$t=\frac{2E-a-b}{b-a},\qquad t+1=\frac{2(E-a)}{b-a},\qquad t-1=\frac{2(E-b)}{b-a}.$$

For $E\in[a,b]$ we have $-1\le t\le1$. Writing $t=\cos\theta$ gives $|T_m(t)|=|\cos m\theta|\le1$.

For $E$ outside $[a,b]$ we have $|t|>1$. The claim is then $|t|\,|T_m(t)|\le|T_{m+1}(t)|$. For $m=0$ it is an equality, because $T_0=1$ and $T_1(t)=t$. If it holds for $m=k$, then $|T_k|\le|t||T_k|\le|T_{k+1}|\le|t||T_{k+1}|$, and the recurrence $T_{k+2}=2t\,T_{k+1}-T_k$ gives

$$|T_{k+2}|\ge2|t||T_{k+1}|-|T_k|\ge|t||T_{k+1}|.$$

Starting from $T_0=1$ and iterating yields $|T_m(t)|\ge|t|^m$.

## A two-level filter in numbers

Take

$$H=\begin{pmatrix}0&1\\1&0\end{pmatrix},\quad S=\begin{pmatrix}1&0\\0&2\end{pmatrix},\quad A=\begin{pmatrix}0&1\\ \tfrac12&0\end{pmatrix}.$$

Since $S$ is diagonal, the two basis functions are orthogonal here, but the second has squared norm $2$; this is enough to make $A$ non-Hermitian. The energies are $E_\pm=\pm1/\sqrt2$, with $S$-normalised eigenvectors $v_\pm=(1/\sqrt2,\pm1/2)$. They satisfy $\langle v_+,Sv_-\rangle=\tfrac12-\tfrac12=0$, while $\langle v_+,v_-\rangle=\tfrac14$.

To suppress $E_+$, choose $[a,b]=[0,1]$ and $m=2$. Then $p(E)=2(2E-1)^2-1=8E^2-8E+1$. Because $A^2=\tfrac12I$, with $I$ the identity matrix,

$$p(A)=5I-8A=\begin{pmatrix}5&-8\\-4&5\end{pmatrix},\qquad S\,p(A)=\begin{pmatrix}5&-8\\-8&10\end{pmatrix}.$$

The filter is not symmetric, but $S\,p(A)$ is. The factors are $p(E_+)=5-4\sqrt2\approx-0.66$ and $p(E_-)=5+4\sqrt2\approx10.66$. The second respects its lower bound $|t|^2=(1+\sqrt2)^2\approx5.83$.

## How the Lean statements express this

The matrices `H` and `S` have complex entries indexed by a finite type `n`. The definition `pencil H S` is $A$, and `filterOp H S p` is $p(A)$. The type `ℝ[X]` makes the coefficients real, and `aeval` substitutes the matrix for the variable, turning the constant term into a multiple of the identity. In `sInner S x y`, the `star` conjugates the first vector, since `⬝ᵥ` itself is a plain sum of products.

The main theorem, `filter_selfAdjoint_and_real`, assumes `H.IsHermitian` and `S.PosDef`; the latter includes Hermiticity. Its first part is the symmetry for all `x` and `y`. Its second part takes any complex `μ` and any nonzero `v` with $p(A)v=\mu v$, and concludes `μ.im = 0`.

The symmetry and the multiplication by $p(E)$ are also stated separately under weaker conditions on $S$: invertible and Hermitian for the first, invertible for the second. In `chebyshev_filter_bounds`, `scaled a b E` is $t$ and `chebPoly a b m` is the filter polynomial.

The setting is exact arithmetic with an exact inverse of $S$. Rounding errors, a nearly dependent basis, the choice of $a$ and $b$, and the convergence of a subspace iteration are not treated.

## The complete file

```lean
import Mathlib

open Matrix Polynomial
open scoped ComplexOrder

namespace GeneralizedChebyshevFilter

noncomputable section

variable {n : Type*} [Fintype n] [DecidableEq n] {H S : Matrix n n ℂ}

/-- The operator `S⁻¹ H` of the generalized eigenproblem `H v = E S v`. -/
def pencil (H S : Matrix n n ℂ) : Matrix n n ℂ := S⁻¹ * H

/-- The polynomial filter `p(S⁻¹ H)` with real coefficients. -/
def filterOp (H S : Matrix n n ℂ) (p : ℝ[X]) : Matrix n n ℂ := aeval (pencil H S) p

/-- The overlap inner product `⟨x, S y⟩`. -/
def sInner (S : Matrix n n ℂ) (x y : n → ℂ) : ℂ := star x ⬝ᵥ (S *ᵥ y)

/-- The affine map that sends the interval `[a, b]` to `[-1, 1]`. -/
def scaled (a b E : ℝ) : ℝ := (2 * E - a - b) / (b - a)

/-- The Chebyshev polynomial of degree `m` scaled to the interval `[a, b]`. -/
def chebPoly (a b : ℝ) (m : ℕ) : ℝ[X] :=
  (Chebyshev.T ℝ (m : ℤ)).comp (C (2 / (b - a)) * X - C ((a + b) / (b - a)))

/-- For an invertible overlap matrix, `S (S⁻¹ H) = H`. -/
theorem overlap_mul_pencil (H : Matrix n n ℂ) (hu : IsUnit S.det) :
    S * pencil H S = H := by
  rw [pencil, ← mul_assoc, Matrix.mul_nonsing_inv S hu, one_mul]

/-- The overlap matrix intertwines a real polynomial filter with its adjoint:
`p(A)† S = S p(A)`. -/
theorem filter_intertwines (hH : H.IsHermitian) (hS : S.IsHermitian)
    (hu : IsUnit S.det) (p : ℝ[X]) :
    (filterOp H S p)ᴴ * S = S * filterOp H S p := by
  -- the relation for `A` itself is the Hermiticity of `H = S A`
  have hA : (pencil H S)ᴴ * S = S * pencil H S := by
    calc (pencil H S)ᴴ * S = (S * pencil H S)ᴴ := by
          rw [Matrix.conjTranspose_mul, hS.eq]
      _ = S * pencil H S := by rw [overlap_mul_pencil H hu, hH.eq]
  have hpow : ∀ k : ℕ, (pencil H S)ᴴ ^ k * S = S * pencil H S ^ k := fun k =>
    (SemiconjBy.pow_right (show SemiconjBy S (pencil H S) (pencil H S)ᴴ from hA.symm) k).eq.symm
  unfold filterOp
  induction p using Polynomial.induction_on' with
  | add p q hp hq =>
    rw [map_add, Matrix.conjTranspose_add, add_mul, mul_add, hp, hq]
  | monomial k a =>
    rw [aeval_monomial, ← Algebra.smul_def, Matrix.conjTranspose_smul, star_trivial,
      Matrix.conjTranspose_pow, smul_mul_assoc, mul_smul_comm, hpow k]

/-- A real polynomial filter is symmetric in the overlap form, for any invertible
Hermitian `S`. -/
theorem filter_symmetric (hH : H.IsHermitian) (hS : S.IsHermitian)
    (hu : IsUnit S.det) (p : ℝ[X]) (x y : n → ℂ) :
    sInner S x (filterOp H S p *ᵥ y) = sInner S (filterOp H S p *ᵥ x) y := by
  unfold sInner
  rw [Matrix.star_mulVec, ← Matrix.dotProduct_mulVec, Matrix.mulVec_mulVec,
    Matrix.mulVec_mulVec, filter_intertwines hH hS hu p]

/-- Two eigenvectors `u`, `v` of the filter with eigenvalues `μ`, `ν` satisfy
`μ* ⟨u, S v⟩ = ν ⟨u, S v⟩`. -/
theorem eigenvector_relation (hH : H.IsHermitian) (hS : S.IsHermitian)
    (hu : IsUnit S.det) (p : ℝ[X]) {μ ν : ℂ} {u v : n → ℂ}
    (h1 : filterOp H S p *ᵥ u = μ • u) (h2 : filterOp H S p *ᵥ v = ν • v) :
    star μ * sInner S u v = ν * sInner S u v := by
  have h := filter_symmetric hH hS hu p u v
  rw [h1, h2] at h
  simp only [sInner, Matrix.mulVec_smul, dotProduct_smul, star_smul, smul_dotProduct,
    smul_eq_mul] at h ⊢
  exact h.symm

/-- For Hermitian `H` and positive definite `S`, every real polynomial in `S⁻¹ H` is
self-adjoint in the overlap inner product, and all its complex eigenvalues are real. -/
theorem filter_selfAdjoint_and_real (hH : H.IsHermitian) (hS : S.PosDef) (p : ℝ[X]) :
    (∀ x y : n → ℂ,
      sInner S x (filterOp H S p *ᵥ y) = sInner S (filterOp H S p *ᵥ x) y) ∧
    ∀ (μ : ℂ) (v : n → ℂ), v ≠ 0 → filterOp H S p *ᵥ v = μ • v → μ.im = 0 := by
  have hu : IsUnit S.det := isUnit_iff_ne_zero.mpr hS.det_pos.ne'
  refine ⟨filter_symmetric hH hS.isHermitian hu p, fun μ v hv h => ?_⟩
  -- the squared overlap norm of `v` is positive and can be cancelled
  have hpos : sInner S v v ≠ 0 := (hS.dotProduct_mulVec_pos hv).ne'
  have hμ := mul_right_cancel₀ hpos (eigenvector_relation hH hS.isHermitian hu p h h)
  exact Complex.conj_eq_iff_im.mp hμ

/-- Eigenvectors of the filter with different eigenvalues are orthogonal in the overlap
inner product. -/
theorem filter_eigenvectors_orthogonal (hH : H.IsHermitian) (hS : S.PosDef) (p : ℝ[X])
    {μ ν : ℂ} {u v : n → ℂ} (hne : μ ≠ ν)
    (h1 : filterOp H S p *ᵥ u = μ • u) (h2 : filterOp H S p *ᵥ v = ν • v) :
    sInner S u v = 0 := by
  by_cases hu0 : u = 0
  · simp [hu0, sInner]
  have hu : IsUnit S.det := isUnit_iff_ne_zero.mpr hS.det_pos.ne'
  have hμ : star μ = μ :=
    Complex.conj_eq_iff_im.mpr ((filter_selfAdjoint_and_real hH hS p).2 μ u hu0 h1)
  have h := eigenvector_relation hH hS.isHermitian hu p h1 h2
  rw [hμ] at h
  by_contra h0
  exact hne (mul_right_cancel₀ h0 h)

/-- The filter multiplies a solution of `H v = E S v` by the number `p(E)`. -/
theorem filter_on_eigenvector (hu : IsUnit S.det) (p : ℝ[X]) {E : ℝ} {v : n → ℂ}
    (h : H *ᵥ v = (E : ℂ) • (S *ᵥ v)) :
    filterOp H S p *ᵥ v = ((p.eval E : ℝ) : ℂ) • v := by
  have hA : pencil H S *ᵥ v = (E : ℂ) • v := by
    rw [pencil, ← Matrix.mulVec_mulVec, h, Matrix.mulVec_smul, Matrix.mulVec_mulVec,
      Matrix.nonsing_inv_mul S hu, Matrix.one_mulVec]
  have hpow : ∀ k : ℕ, (pencil H S ^ k) *ᵥ v = (E : ℂ) ^ k • v := by
    intro k
    induction k with
    | zero => simp
    | succ k ih =>
      rw [pow_succ, ← Matrix.mulVec_mulVec, hA, Matrix.mulVec_smul, ih, smul_smul, ← pow_succ']
  unfold filterOp
  induction p using Polynomial.induction_on' with
  | add p q hp hq =>
    rw [map_add, Matrix.add_mulVec, hp, hq, eval_add, Complex.ofReal_add, add_smul]
  | monomial k a =>
    rw [aeval_monomial, ← Algebra.smul_def, Matrix.smul_mulVec, hpow, eval_monomial]
    ext i
    simp [mul_assoc]

/-- Outside `(-1, 1)` each further degree multiplies the modulus of the Chebyshev
polynomial by at least `|x|`. -/
theorem chebyshev_growth {x : ℝ} (hx : 1 ≤ |x|) (m : ℕ) :
    |x| * |(Chebyshev.T ℝ (m : ℤ)).eval x| ≤ |(Chebyshev.T ℝ ((m : ℤ) + 1)).eval x| := by
  induction m with
  | zero => simp
  | succ k ih =>
    have e : ((k + 1 : ℕ) : ℤ) + 1 = (k : ℤ) + 2 := by push_cast; ring
    have e' : ((k + 1 : ℕ) : ℤ) = (k : ℤ) + 1 := by push_cast; ring
    -- three-term recurrence
    have hrec : (Chebyshev.T ℝ ((k : ℤ) + 2)).eval x =
        2 * x * (Chebyshev.T ℝ ((k : ℤ) + 1)).eval x - (Chebyshev.T ℝ (k : ℤ)).eval x := by
      rw [Chebyshev.T_add_two]
      simp
    rw [e, e', hrec]
    generalize (Chebyshev.T ℝ ((k : ℤ) + 1)).eval x = s at *
    generalize (Chebyshev.T ℝ (k : ℤ)).eval x = t at *
    have h1 := abs_sub_abs_le_abs_sub (2 * x * s) t
    have h2 : |2 * x * s| = 2 * (|x| * |s|) := by
      rw [abs_mul, abs_mul, abs_two, mul_assoc]
    have h3 := le_mul_of_one_le_left (abs_nonneg t) hx
    have h4 := le_mul_of_one_le_left (abs_nonneg s) hx
    linarith

/-- The scaled Chebyshev factor has modulus at most one for energies in `[a, b]`; outside, its
modulus is at least the `m`-th power of `|scaled a b E|`, and `|scaled a b E|` exceeds one. -/
theorem chebyshev_filter_bounds {a b : ℝ} (hab : a < b) (m : ℕ) (E : ℝ) :
    (E ∈ Set.Icc a b → |(chebPoly a b m).eval E| ≤ 1) ∧
    (E ∉ Set.Icc a b →
      1 < |scaled a b E| ∧ |scaled a b E| ^ m ≤ |(chebPoly a b m).eval E|) := by
  have hba : 0 < b - a := sub_pos.mpr hab
  have harg : (C (2 / (b - a)) * X - C ((a + b) / (b - a))).eval E = scaled a b E := by
    simp only [eval_sub, eval_mul, eval_C, eval_X, scaled]
    ring
  rw [chebPoly, eval_comp, harg]
  constructor
  · rintro ⟨h1, h2⟩
    have l1 : -1 ≤ scaled a b E := by
      rw [scaled, le_div_iff₀ hba]; linarith
    have l2 : scaled a b E ≤ 1 := by
      rw [scaled, div_le_iff₀ hba]; linarith
    -- inside the interval the polynomial is a cosine
    rw [← Real.cos_arccos l1 l2, Chebyshev.T_real_cos]
    exact Real.abs_cos_le_one _
  · intro hE
    have hs : 1 < |scaled a b E| := by
      rw [lt_abs]
      by_cases h : a ≤ E
      · left
        have hb : b < E := lt_of_not_ge fun h' => hE ⟨h, h'⟩
        rw [scaled, lt_div_iff₀ hba]; linarith
      · right
        have ha : E < a := lt_of_not_ge h
        have : scaled a b E < -1 := by
          rw [scaled, div_lt_iff₀ hba]; linarith
        linarith
    refine ⟨hs, ?_⟩
    induction m with
    | zero => simp
    | succ k ih =>
      have hg := chebyshev_growth hs.le k
      have hm := mul_le_mul_of_nonneg_left ih (abs_nonneg (scaled a b E))
      rw [pow_succ', Nat.cast_succ]
      exact hm.trans hg

/-- A two-level Hamiltonian with a diagonal, positive definite overlap matrix for which
`S⁻¹ H` is not Hermitian in the ordinary inner product. -/
theorem pencil_not_hermitian_witness :
    (!![0, 1; 1, 0] : Matrix (Fin 2) (Fin 2) ℂ).IsHermitian ∧
    (Matrix.diagonal ![1, 2] : Matrix (Fin 2) (Fin 2) ℂ).PosDef ∧
    ¬ (pencil !![0, 1; 1, 0] (Matrix.diagonal ![1, 2] : Matrix (Fin 2) (Fin 2) ℂ)).IsHermitian := by
  have hS : (Matrix.diagonal ![1, 2] : Matrix (Fin 2) (Fin 2) ℂ).PosDef := by
    apply Matrix.PosDef.diagonal
    intro i
    fin_cases i <;> simp
  refine ⟨?_, hS, fun hA => ?_⟩
  · ext i j
    fin_cases i <;> fin_cases j <;> simp
  have h := overlap_mul_pencil !![0, 1; 1, 0] (isUnit_iff_ne_zero.mpr hS.det_pos.ne')
  generalize pencil !![0, 1; 1, 0] (Matrix.diagonal ![1, 2] : Matrix (Fin 2) (Fin 2) ℂ) = A at hA h
  -- the off-diagonal entries of `A` are `1` and `1/2`
  have h01 := congrFun (congrFun h 0) 1
  have h10 := congrFun (congrFun h 1) 0
  rw [Matrix.diagonal_mul] at h01 h10
  have k01 : A 0 1 = 1 := by simpa using h01
  have k10 : 2 * A 1 0 = 1 := by simpa using h10
  have h3 := congrArg star (hA.apply 0 1)
  rw [star_star, k01, star_one] at h3
  rw [h3] at k10
  norm_num at k10

end

end GeneralizedChebyshevFilter
```

```lean
#print axioms GeneralizedChebyshevFilter.filter_selfAdjoint_and_real
-- 'GeneralizedChebyshevFilter.filter_selfAdjoint_and_real' depends on axioms: [propext, Classical.choice, Quot.sound]
#print axioms GeneralizedChebyshevFilter.filter_eigenvectors_orthogonal
-- 'GeneralizedChebyshevFilter.filter_eigenvectors_orthogonal' depends on axioms: [propext, Classical.choice, Quot.sound]
#print axioms GeneralizedChebyshevFilter.filter_on_eigenvector
-- 'GeneralizedChebyshevFilter.filter_on_eigenvector' depends on axioms: [propext, Classical.choice, Quot.sound]
#print axioms GeneralizedChebyshevFilter.chebyshev_filter_bounds
-- 'GeneralizedChebyshevFilter.chebyshev_filter_bounds' depends on axioms: [propext, Classical.choice, Quot.sound]
```

## How the proof follows the derivation

`overlap_mul_pencil` is $SA=H$. In `filter_intertwines`, the `calc` block `hA` proves $A^\dagger S=SA$, and `hpow` extends it to powers. `Polynomial.induction_on'` then reduces an arbitrary polynomial to sums and single terms $c_kz^k$. In the second case, `star_trivial` expresses that a real coefficient is its own conjugate.

`filter_symmetric` moves the matrix across the inner product and applies the intertwining relation. `eigenvector_relation` inserts two eigenvectors and pulls out the eigenvalues, with a `star` on the first. The main theorem uses this with both vectors equal to `v`; `hpos` supplies the nonzero $\langle v,Sv\rangle$, and `mul_right_cancel₀` cancels it. `filter_eigenvectors_orthogonal` treats `u = 0` first, then uses the reality of `μ` and the same cancellation to contradict `μ ≠ ν`.

`filter_on_eigenvector` derives $Av=Ev$, obtains the powers by induction, and splits the polynomial as before. `chebyshev_growth` is the induction on the recurrence: the argument called $t$ in the derivation is `x` in this proof, where `s` and `t` stand for the values $T_{k+1}(x)$ and $T_k(x)$. Here `h1` is the reverse triangle inequality, `h3` and `h4` use $|x|\ge1$, and `linarith` combines them with the induction hypothesis. `chebyshev_filter_bounds` evaluates the composed polynomial, uses the cosine form inside the interval, and iterates the growth estimate outside it.

`pencil_not_hermitian_witness` takes the matrices of the numerical example. From $SA=H$ it reads off $A_{01}=1$ and $2A_{10}=1$, with indices starting at zero. Hermiticity would force $A_{10}=1$, a contradiction.

## `SemiconjBy`: commuting up to an adjoint

The step from $A$ to its powers would be immediate if $S$ commuted with $A$, but in general it does not. Moving $S$ past $A$ changes $A$ into $A^\dagger$. Mathlib has a name for this pattern: `SemiconjBy a x y` means `a * x = y * a`.

With $S$, $A$ and $A^\dagger$ in the three places, this is the relation `hA` read from right to left, which is why the code passes `hA.symm`. The lemma `SemiconjBy.pow_right` then gives $SA^k=(A^\dagger)^kS$ for every $k$, replacing the induction written out above. Finally, `.eq.symm` turns the result back into an equation in the orientation that the polynomial argument needs.
